# Jacobi rotations of a real symmetric matrix: each diagonal entry lies within its row's off-diagonal norm of an eigenvalue

## Orbital energies and plane rotations

Let A be a real symmetric n×n matrix, written in an orthonormal basis of orbitals. A real number λ is called an orbital energy of A if there is a vector v ≠ 0 with

A v = λ v.

The dot product of real vectors is written x·y. For two distinct orbitals p and q and an angle θ, the Givens rotation G is the identity matrix except for four entries:

G_pp = G_qq = cos θ, G_pq = sin θ, G_qp = −sin θ.

One Jacobi step replaces A by GᵀAG. Here a sweep means any finite list of such steps, each with its own p, q and θ; the usual sweep, one pass through all pairs of orbitals, is a special case. The angles are arbitrary; they need not be the ones that make the (p, q) element vanish.

If A is a real Fock matrix, held fixed during its diagonalisation, the bound below turns the off-diagonal elements left in a row into an error estimate for the orbital energy read off the diagonal.

## The residual of a trial orbital

Let v_j be orthonormal eigenvectors of A with energies e_j. Take a trial orbital x ≠ 0 and a trial energy μ, and define the residual r = Ax − μx. Since A is symmetric, its component along v_j is

r·v_j = x·(A v_j) − μ x·v_j = (e_j − μ)(x·v_j).

Let e_k be the energy nearest to μ. The squared components of a vector in an orthonormal basis add up to its squared length, so

r·r = Σ_j (e_j − μ)² (x·v_j)² ≥ (e_k − μ)² Σ_j (x·v_j)² = (e_k − μ)² x·x.

Now let x be the i-th basis orbital and μ = A_ii. Component i of the residual vanishes, and component j ≠ i is A_ji = A_ij. With x·x = 1, some orbital energy λ satisfies

(λ − A_ii)² ≤ Σ_{j≠i} A_ij².

## Carrying the bound through a sweep

Let E_pq be the matrix with a single 1 in position (p, q), and set P = E_pp + E_qq and J = E_pq − E_qp. Then P² = P, PJ = JP = J, J² = −P and Jᵀ = −J. With c = cos θ and s = sin θ,

GᵀG = (1 + (c − 1)P − sJ)(1 + (c − 1)P + sJ)
= 1 + (2(c − 1) + (c − 1)² + s²)P
= 1 + (c² + s² − 1)P = 1.

Since G is square, GGᵀ = 1 as well. If GᵀAG w = λw with w ≠ 0, multiplying by G gives A(Gw) = λ(Gw), and Gw ≠ 0 because GᵀGw = w. Hence every orbital energy of the rotated matrix is one of A. The rotated matrix is again symmetric, so the argument can be repeated along the list. If B is the matrix after the sweep, some orbital energy λ of the original A satisfies

(λ − B_ii)² ≤ Σ_{j≠i} B_ij².

If |B_ij| ≤ ε for all j ≠ i, each of the n − 1 terms is at most ε², and therefore

(λ − B_ii)² ≤ (n − 1) ε².

## Two degenerate orbitals attain equality

For two orbitals, numbered 0 and 1, with equal diagonal energy a and coupling b, the eigenvalue equations are

(λ − a)v_0 = b v_1, (λ − a)v_1 = b v_0,

where v_0 and v_1 are now the components of one eigenvector. Multiplying each by λ − a and inserting the other gives ((λ − a)² − b²)v_0 = 0, and the same for v_1. One component is nonzero, so (λ − a)² = b², which is exactly the row bound.

## The statements in Lean

The orbitals are labelled by a finite type `n`, and `A.IsSymm` says that A is symmetric. `IsOrbitalEnergy A lam` is the eigenvalue definition above, `*ᵥ` applies a matrix to a vector and `⬝ᵥ` is the dot product. The sum over `Finset.univ.erase i` runs over all j ≠ i.

`diagonal_entry_bound` is the bound for A itself. In `jacobi_sweep_bound`, the list `l` contains triples (p, q, θ), applied from the first to the last, and `hl` requires p ≠ q in each. This condition makes each step a genuine plane rotation: for p = q the defining formula is in general not orthogonal. `jacobi_threshold_bound` adds the hypothesis `hε` that the remaining off-diagonal elements of row i are at most ε in size.

That smallness is assumed, not derived: no convergence of the sweeps is claimed, and rounding errors are not modelled. Nor does the bound pair diagonal entries with energies one to one. In the two-orbital example, λ = a + b serves both rows.

```lean
import Mathlib

open Matrix

namespace JacobiOrbitalEnergyBound

noncomputable section

variable {n : Type*} [Fintype n] [DecidableEq n]

/-- The number `lam` is an orbital energy of the matrix `A` if `A v = lam v` for some
nonzero orbital `v`. -/
def IsOrbitalEnergy (A : Matrix n n ℝ) (lam : ℝ) : Prop :=
  ∃ v : n → ℝ, v ≠ 0 ∧ A *ᵥ v = lam • v

/-- The Givens rotation by the angle `θ` in the plane of the orbitals `p` and `q`,
for `p ≠ q`. -/
def givens (p q : n) (θ : ℝ) : Matrix n n ℝ :=
  1 + (Real.cos θ - 1) • (Matrix.single p p (1 : ℝ) + Matrix.single q q 1)
    + Real.sin θ • (Matrix.single p q (1 : ℝ) - Matrix.single q p 1)

/-- The matrix obtained from `A` by applying the rotations `(p, q, θ)` of a list one after
the other, each as `A ↦ Gᵀ A G`. -/
def jacobiSweep : Matrix n n ℝ → List (n × n × ℝ) → Matrix n n ℝ
  | A, [] => A
  | A, (p, q, θ) :: l => jacobiSweep ((givens p q θ)ᵀ * A * givens p q θ) l

/-- A real symmetric matrix has normalised eigenvectors `v j` with energies `e j` such that
the squared overlaps of any vector with them add up to its squared length. -/
theorem exists_orbital_basis {A : Matrix n n ℝ} (hA : A.IsSymm) :
    ∃ (e : n → ℝ) (v : n → n → ℝ), (∀ j, v j ⬝ᵥ v j = 1) ∧
      (∀ j, A *ᵥ v j = e j • v j) ∧ ∀ x : n → ℝ, ∑ j, (x ⬝ᵥ v j) ^ 2 = x ⬝ᵥ x := by
  have hH : A.IsHermitian := by
    rw [Matrix.IsHermitian, Matrix.conjTranspose_eq_transpose_of_trivial]
    exact hA
  have key : ∀ y z : EuclideanSpace ℝ n, inner ℝ y z = y.ofLp ⬝ᵥ z.ofLp := by
    intro y z
    simp [PiLp.inner_apply, dotProduct, mul_comm]
  refine ⟨hH.eigenvalues, fun j => (hH.eigenvectorBasis j).ofLp, ?_, ?_, ?_⟩
  · intro j
    rw [← key, real_inner_self_eq_norm_sq, hH.eigenvectorBasis.orthonormal.1 j, one_pow]
  · intro j
    exact hH.mulVec_eigenvectorBasis j
  · intro x
    have h := hH.eigenvectorBasis.sum_inner_mul_inner (WithLp.toLp 2 x) (WithLp.toLp 2 x)
    simp only [key] at h
    rw [← h]
    refine Finset.sum_congr rfl fun j _ => ?_
    rw [dotProduct_comm (hH.eigenvectorBasis j).ofLp x, sq]

/-- Residual bound: for a real symmetric `A`, a nonzero trial orbital `x` and a trial energy
`μ`, some orbital energy lies within `‖A x - μ x‖ / ‖x‖` of `μ`. -/
theorem residual_bound {A : Matrix n n ℝ} (hA : A.IsSymm) {x : n → ℝ} (hx : x ≠ 0) (μ : ℝ) :
    ∃ lam, IsOrbitalEnergy A lam ∧
      (lam - μ) ^ 2 * (x ⬝ᵥ x) ≤ (A *ᵥ x - μ • x) ⬝ᵥ (A *ᵥ x - μ • x) := by
  obtain ⟨e, v, hv, hev, hpars⟩ := exists_orbital_basis hA
  obtain ⟨i, _⟩ := Function.ne_iff.mp hx
  have : Nonempty n := ⟨i⟩
  -- the orbital energy nearest to the trial energy
  obtain ⟨k, hk⟩ := Finite.exists_min (fun j => (e j - μ) ^ 2)
  refine ⟨e k, ⟨v k, ?_, hev k⟩, ?_⟩
  · intro h0
    have h1 := hv k
    rw [h0, zero_dotProduct] at h1
    exact zero_ne_one h1
  · -- components of the residual along the eigenvectors
    have hr : ∀ j, (A *ᵥ x - μ • x) ⬝ᵥ v j = (e j - μ) * (x ⬝ᵥ v j) := by
      intro j
      have hs : (A *ᵥ x) ⬝ᵥ v j = x ⬝ᵥ (A *ᵥ v j) := by
        rw [Matrix.dotProduct_mulVec, ← Matrix.mulVec_transpose, hA.eq]
      rw [sub_dotProduct, hs, hev j, dotProduct_smul, smul_dotProduct, smul_eq_mul,
        smul_eq_mul]
      ring
    rw [← hpars (A *ᵥ x - μ • x), ← hpars x, Finset.mul_sum]
    refine Finset.sum_le_sum fun j _ => ?_
    rw [hr j, mul_pow]
    exact mul_le_mul_of_nonneg_right (hk j) (sq_nonneg _)

/-- For a real symmetric matrix, some orbital energy differs from the diagonal entry `A i i`
by at most the Euclidean norm of the off-diagonal part of row `i`. -/
theorem diagonal_entry_bound {A : Matrix n n ℝ} (hA : A.IsSymm) (i : n) :
    ∃ lam, IsOrbitalEnergy A lam ∧
      (lam - A i i) ^ 2 ≤ ∑ j ∈ Finset.univ.erase i, A i j ^ 2 := by
  have hx : (Pi.single i 1 : n → ℝ) ≠ 0 := by
    intro h
    have h1 := congrFun h i
    simp at h1
  obtain ⟨lam, hlam, hb⟩ := residual_bound hA hx (A i i)
  refine ⟨lam, hlam, ?_⟩
  -- the residual of a basis orbital is the off-diagonal part of its row
  have hres : A *ᵥ (Pi.single i 1 : n → ℝ) - A i i • (Pi.single i 1 : n → ℝ)
      = fun k => if k = i then 0 else A i k := by
    funext k
    have h1 : (A *ᵥ (Pi.single i 1 : n → ℝ)) k = A k i := by simp
    rw [Pi.sub_apply, h1, Pi.smul_apply]
    by_cases hk : k = i
    · subst hk
      simp
    · simp [hk, hA.apply i k]
  have hone : (Pi.single i 1 : n → ℝ) ⬝ᵥ Pi.single i 1 = 1 := by simp
  rw [hres, hone, mul_one] at hb
  refine hb.trans (le_of_eq ?_)
  unfold dotProduct
  rw [← Finset.add_sum_erase Finset.univ _ (Finset.mem_univ i)]
  simp only [↓reduceIte, mul_zero, zero_add]
  refine Finset.sum_congr rfl fun j hj => ?_
  simp only [if_neg (Finset.ne_of_mem_erase hj), sq]

/-- A Givens rotation in the plane of two distinct orbitals is an orthogonal matrix. -/
theorem givens_orthogonal {p q : n} (hpq : p ≠ q) (θ : ℝ) :
    (givens p q θ)ᵀ * givens p q θ = 1 := by
  have hT : (givens p q θ)ᵀ
      = 1 + (Real.cos θ - 1) • (Matrix.single p p (1 : ℝ) + Matrix.single q q 1)
        - Real.sin θ • (Matrix.single p q (1 : ℝ) - Matrix.single q p 1) := by
    simp only [givens, transpose_add, transpose_sub, transpose_smul, transpose_one,
      transpose_single]
    module
  -- only the algebra of the plane projector P and its generator J matters
  have key : ∀ P J : Matrix n n ℝ, P * P = P → P * J = J → J * P = J → J * J = -P →
      (1 + (Real.cos θ - 1) • P - Real.sin θ • J)
        * (1 + (Real.cos θ - 1) • P + Real.sin θ • J) = 1 := by
    intro P J hPP hPJ hJP hJJ
    simp only [mul_add, add_mul, sub_mul, Matrix.smul_mul, Matrix.mul_smul, one_mul, mul_one,
      hPP, hPJ, hJP, hJJ]
    linear_combination (norm := module) (Real.sin_sq_add_cos_sq θ) • P
  rw [hT]
  unfold givens
  apply key <;>
    simp [mul_add, add_mul, mul_sub, sub_mul, Matrix.single_mul_single_of_ne, hpq, hpq.symm] <;>
    abel

/-- An orbital energy of `Uᵀ A U`, with `U` orthogonal, is an orbital energy of `A`. -/
theorem IsOrbitalEnergy.of_rotated {A U : Matrix n n ℝ} (hU : Uᵀ * U = 1) {lam : ℝ}
    (h : IsOrbitalEnergy (Uᵀ * A * U) lam) : IsOrbitalEnergy A lam := by
  obtain ⟨v, hv, hev⟩ := h
  have hU' : U * Uᵀ = 1 := mul_eq_one_comm.mp hU
  refine ⟨U *ᵥ v, ?_, ?_⟩
  · intro h0
    apply hv
    rw [← Matrix.one_mulVec v, ← hU, ← Matrix.mulVec_mulVec, h0, Matrix.mulVec_zero]
  · have h1 : U * (Uᵀ * A * U) = A * U := by
      rw [← Matrix.mul_assoc, ← Matrix.mul_assoc, hU', Matrix.one_mul]
    rw [Matrix.mulVec_mulVec, ← h1, ← Matrix.mulVec_mulVec, hev, Matrix.mulVec_smul]

/-- After any list of Jacobi rotations in planes of distinct orbitals, each diagonal entry lies
within the off-diagonal norm of its current row of an orbital energy of the original real
symmetric matrix. -/
theorem jacobi_sweep_bound (l : List (n × n × ℝ)) (hl : ∀ r ∈ l, r.1 ≠ r.2.1)
    {A : Matrix n n ℝ} (hA : A.IsSymm) (i : n) :
    ∃ lam, IsOrbitalEnergy A lam ∧ (lam - jacobiSweep A l i i) ^ 2
      ≤ ∑ j ∈ Finset.univ.erase i, jacobiSweep A l i j ^ 2 := by
  induction l generalizing A with
  | nil => exact diagonal_entry_bound hA i
  | cons r l ih =>
    obtain ⟨p, q, θ⟩ := r
    have hpq : p ≠ q := hl (p, q, θ) List.mem_cons_self
    have hS : ((givens p q θ)ᵀ * A * givens p q θ).IsSymm := by
      unfold Matrix.IsSymm
      simp only [transpose_mul, transpose_transpose, hA.eq, Matrix.mul_assoc]
    obtain ⟨lam, hlam, hb⟩ := ih (fun r hr => hl r (List.mem_cons_of_mem _ hr)) hS
    exact ⟨lam, hlam.of_rotated (givens_orthogonal hpq θ), hb⟩

/-- If Jacobi rotations in planes of distinct orbitals have brought the off-diagonal elements of
row `i` of a real symmetric `n × n` matrix below `ε` in size, then the diagonal entry has a
squared error of at most `(n - 1) ε²` from some orbital energy of the original matrix. -/
theorem jacobi_threshold_bound (l : List (n × n × ℝ)) (hl : ∀ r ∈ l, r.1 ≠ r.2.1)
    {A : Matrix n n ℝ} (hA : A.IsSymm) (i : n) {ε : ℝ}
    (hε : ∀ j, j ≠ i → |jacobiSweep A l i j| ≤ ε) :
    ∃ lam, IsOrbitalEnergy A lam ∧
      (lam - jacobiSweep A l i i) ^ 2 ≤ ((Fintype.card n : ℝ) - 1) * ε ^ 2 := by
  obtain ⟨lam, hlam, hb⟩ := jacobi_sweep_bound l hl hA i
  refine ⟨lam, hlam, hb.trans ?_⟩
  have hcard : 1 ≤ Fintype.card n := Fintype.card_pos_iff.mpr ⟨i⟩
  calc ∑ j ∈ Finset.univ.erase i, jacobiSweep A l i j ^ 2
      ≤ ∑ _j ∈ Finset.univ.erase i, ε ^ 2 := by
        refine Finset.sum_le_sum fun j hj => ?_
        have h := abs_le.mp (hε j (Finset.ne_of_mem_erase hj))
        exact sq_le_sq' h.1 h.2
    _ = ((Fintype.card n : ℝ) - 1) * ε ^ 2 := by
        rw [Finset.sum_const, Finset.card_erase_of_mem (Finset.mem_univ i), Finset.card_univ,
          nsmul_eq_mul, Nat.cast_sub hcard, Nat.cast_one]

/-- For two orbitals of equal diagonal energy `a` and coupling `b`, every orbital energy
satisfies the row bound with equality. -/
theorem diagonal_entry_bound_sharp (a b : ℝ) {lam : ℝ}
    (h : IsOrbitalEnergy !![a, b; b, a] lam) :
    (lam - a) ^ 2 = ∑ j ∈ Finset.univ.erase (0 : Fin 2), !![a, b; b, a] 0 j ^ 2 := by
  have hsum : ∑ j ∈ Finset.univ.erase (0 : Fin 2), !![a, b; b, a] 0 j ^ 2 = b ^ 2 := by
    have he : Finset.univ.erase (0 : Fin 2) = {1} := by decide
    rw [he, Finset.sum_singleton]
    simp
  rw [hsum]
  obtain ⟨v, hv, hev⟩ := h
  have h0 : a * v 0 + b * v 1 = lam * v 0 := by
    simpa [Matrix.mulVec, dotProduct, Fin.sum_univ_succ] using congrFun hev 0
  have h1 : b * v 0 + a * v 1 = lam * v 1 := by
    simpa [Matrix.mulVec, dotProduct, Fin.sum_univ_succ] using congrFun hev 1
  -- the secular equation holds on each component of the eigenvector
  have e0 : ((lam - a) ^ 2 - b ^ 2) * v 0 = 0 := by
    linear_combination (-(lam - a)) * h0 - b * h1
  have e1 : ((lam - a) ^ 2 - b ^ 2) * v 1 = 0 := by
    linear_combination (-(lam - a)) * h1 - b * h0
  by_contra hne
  have hne' : (lam - a) ^ 2 - b ^ 2 ≠ 0 := sub_ne_zero.mpr hne
  apply hv
  funext k
  fin_cases k
  · exact (mul_eq_zero.mp e0).resolve_left hne'
  · exact (mul_eq_zero.mp e1).resolve_left hne'

end

end JacobiOrbitalEnergyBound
```

```lean
#print axioms JacobiOrbitalEnergyBound.jacobi_sweep_bound
#print axioms JacobiOrbitalEnergyBound.jacobi_threshold_bound
#print axioms JacobiOrbitalEnergyBound.diagonal_entry_bound_sharp
```

```
'JacobiOrbitalEnergyBound.jacobi_sweep_bound' depends on axioms: [propext, Classical.choice, Quot.sound]
'JacobiOrbitalEnergyBound.jacobi_threshold_bound' depends on axioms: [propext, Classical.choice, Quot.sound]
'JacobiOrbitalEnergyBound.diagonal_entry_bound_sharp' depends on axioms: [propext, Classical.choice, Quot.sound]
```

## From the spectral theorem to the sweep

`exists_orbital_basis` takes the eigenvectors from Mathlib's spectral theorem and records what the derivation needs: normalisation, the eigenvalue equation and the sum rule for squared overlaps.

In `residual_bound`, `Finite.exists_min` selects the energy nearest to μ. The step `hr` computes the residual's component along each eigenvector, using symmetry to move A across the dot product. `Finset.sum_le_sum` then compares the two sums term by term.

`diagonal_entry_bound` applies this to the basis orbital `Pi.single i 1`; `hres` identifies its residual with the off-diagonal part of row i.

`givens_orthogonal` follows the algebra of P and J. Its inner statement `key` uses only their four product rules, and `linear_combination` supplies sin²θ + cos²θ = 1 multiplied by P. `IsOrbitalEnergy.of_rotated` maps an eigenvector w of the rotated matrix to Gw, for any orthogonal matrix in place of G.

`jacobi_sweep_bound` is an induction on the list. It is stated for all symmetric A at once (`generalizing A`), because the remaining rotations act on a matrix that has already changed. The empty list is the row bound. For a longer list, the induction hypothesis gives an energy of the once-rotated matrix, which `of_rotated` returns to A. `jacobi_threshold_bound` then bounds each term by ε² and counts n − 1 of them.

In `diagonal_entry_bound_sharp`, `e0` and `e1` are the two multiplied-out eigenvalue equations. If the bracket (λ − a)² − b² were nonzero, both components would vanish, contradicting v ≠ 0.
